# No angular fit of degree below k + l reproduces a product of nonzero solid harmonics of degrees k and l

Take two p orbitals on one atom, both with angular part x₀, where x = (x₀, x₁, x₂) is the position relative to the nucleus. Suppose that a polynomial of degree at most one, a + b·x, agrees with their product x₀² on the unit sphere. The point −x is also on the sphere, and averaging the two equations removes the odd term:

x₀² = a on the unit sphere.

Both sides can be scaled to any radius. With r² = x₀² + x₁² + x₂², this gives

x₀² = a r² everywhere.

So r² divides x₀². Since r² is a prime polynomial, it divides x₀, which its degree forbids. Comparing two points of the sphere would settle this case faster, but the divisibility argument extends to all degrees.

## Divisibility by r² in general

A solid harmonic of degree k is a homogeneous polynomial P of degree k with ΔP = 0, where Δ is the Laplacian. Let P and Q be nonzero real solid harmonics of degrees k and l. The claim is that no real polynomial of degree below k + l equals PQ on the unit sphere.

**r² is prime.** Read r² as a monic quadratic in x₀. If it factored, it would have a root c, a polynomial in x₁ and x₂ with c² + x₁² + x₂² = 0. At x₁ = x₂ = 1 this says c² = −2, which is impossible for a real number. Irreducible polynomials over ℝ are prime.

**The Laplacian of r^(2j) S.** Let E = Σᵢ xᵢ ∂ᵢ be the Euler operator. Since ∂ᵢ r² = 2xᵢ, the product rule gives, for any polynomial A,

E(r² A) = r² (2A + EA)

Δ(r² A) = 6A + 4EA + r² ΔA.

Applying these j times yields

E(r^(2j) S) = r^(2j) (2j S + ES)

r² Δ(r^(2j) S) = r^(2j+2) ΔS + r^(2j) [2j(2j+1) S + 4j ES].

**r² does not divide P.** Suppose P = r^(2m) S with m ≥ 1. Euler's identity EP = kP gives ES = (k − 2m) S. Inserting this into ΔP = 0 and cancelling r^(2m) leaves

2m(2k + 1 − 2m) S = −r² ΔS.

The factor 2k + 1 − 2m is odd, hence nonzero, so r² divides S and r^(2m+2) divides P. One factor r² would therefore force arbitrarily many, which a nonzero polynomial cannot have.

**From one sphere to all of space.** Let G be homogeneous of degree n and agree on the sphere of radius ρ > 0 with R = Σⱼ Rⱼ, where Rⱼ is homogeneous of degree j < n. For x ≠ 0 put s = ρ/r. Both sx and −sx lie on the sphere, so

sⁿ G(x) = Σⱼ sʲ Rⱼ(x)

(−s)ⁿ G(x) = Σⱼ (−s)ʲ Rⱼ(x).

Multiply the second equation by (−1)ⁿ, average it with the first and divide by sⁿ. Only terms with n − j even survive:

G(x) = Σⱼ (r²/ρ²)^((n−j)/2) Rⱼ(x).

Each exponent is at least one, so r² divides G.

**Conclusion.** If a polynomial of degree below k + l matched PQ on the unit sphere, r² would divide PQ, hence P or Q, and neither is possible.

## Solid harmonics as Lean polynomials

```lean
import Mathlib

open MvPolynomial

namespace AuxiliaryAngularMomentum
```

`Poly` is the ring of real polynomials in three variables, indexed 0, 1, 2. The operators are defined by formal partial derivatives.

```lean
/-- Real polynomials in the three Cartesian coordinates. -/
abbrev Poly := MvPolynomial (Fin 3) ℝ

/-- The squared radius as a polynomial. -/
noncomputable def rSq : Poly := ∑ i, X i ^ 2

/-- The Laplacian of a polynomial. -/
noncomputable def laplacian (p : Poly) : Poly := ∑ i, pderiv i (pderiv i p)

/-- The Euler operator `x · ∇`. -/
noncomputable def euler (p : Poly) : Poly := ∑ i, X i * pderiv i p
```

`IsSolidHarmonic k p` collects the two defining properties. It fixes no normalisation and admits the zero polynomial, so the theorems assume `P ≠ 0` and `Q ≠ 0` separately.

```lean
/-- A solid harmonic of degree `k`: a homogeneous polynomial with zero Laplacian. -/
structure IsSolidHarmonic (k : ℕ) (p : Poly) : Prop where
  homog : p.IsHomogeneous k
  harmonic : laplacian p = 0
```

The coordinates, which are the angular parts of the p orbitals, satisfy the definition with k = 1.

```lean
/-- Each Cartesian coordinate is a solid harmonic of degree one. -/
theorem isSolidHarmonic_X_witness (i : Fin 3) : IsSolidHarmonic 1 (X i) := by
  refine ⟨isHomogeneous_X ℝ i, Finset.sum_eq_zero fun j _ => ?_⟩
  by_cases h : i = j
  · subst h
    rw [pderiv_X_self]
    exact (pderiv i).map_one_eq_zero
  · rw [pderiv_X_of_ne h, map_zero]
```

## Primality and the Laplacian identity

`finSuccEquiv` singles out x₀ and turns r² into a monic quadratic over the polynomials in the other two variables. For such a quadratic, irreducibility means having no root, and evaluation at (1, 1) excludes one.

```lean
/-- The squared radius is a prime polynomial. -/
theorem rSq_prime : Prime rSq := by
  have h1 : finSuccEquiv ℝ 2 (X 1) = Polynomial.C (X 0) := finSuccEquiv_X_succ (j := 0)
  have h2 : finSuccEquiv ℝ 2 (X 2) = Polynomial.C (X 1) := finSuccEquiv_X_succ (j := 1)
  -- view it as a monic quadratic in the first coordinate
  have h : finSuccEquiv ℝ 2 rSq =
      Polynomial.X ^ 2 + Polynomial.C (X 0 ^ 2 + X 1 ^ 2) := by
    simp only [rSq, Fin.sum_univ_three, map_add, map_pow, finSuccEquiv_X_zero, h1, h2]
    ring
  refine Irreducible.prime ((MulEquiv.irreducible_iff (finSuccEquiv ℝ 2)).1 ?_)
  rw [h, (Polynomial.monic_X_pow_add_C _ two_ne_zero).irreducible_iff_roots_eq_zero_of_degree_le_three
    (by rw [Polynomial.natDegree_X_pow_add_C])
    (by rw [Polynomial.natDegree_X_pow_add_C]; norm_num)]
  refine Multiset.eq_zero_of_forall_notMem fun c hc => ?_
  have hr : c ^ 2 + (X 0 ^ 2 + X 1 ^ 2) = 0 := by
    simpa only [Polynomial.IsRoot.def, Polynomial.eval_add, Polynomial.eval_pow,
      Polynomial.eval_X, Polynomial.eval_C] using (Polynomial.mem_roots'.1 hc).2
  -- a root would make a sum of real squares vanish at (1, 1)
  have h0 := congrArg (eval fun _ => (1 : ℝ)) hr
  simp only [map_add, map_pow, eval_X, map_zero] at h0
  nlinarith [sq_nonneg (eval (fun _ => (1 : ℝ)) c)]
```

The next three lemmas are the gradient of r² and the two formulas for r^(2j) S. In each induction, `step` is the product rule for a single factor r².

```lean
/-- The gradient of the squared radius is twice the position vector. -/
theorem pderiv_rSq (i : Fin 3) : pderiv i rSq = X i + X i := by
  rw [rSq, map_sum, Finset.sum_eq_single i]
  · rw [pow_two, pderiv_mul, pderiv_X_self]
    ring
  · intro j _ hj
    rw [pow_two, pderiv_mul, pderiv_X_of_ne hj]
    ring
  · simp

/-- The Euler operator acting on `r^(2j) S`. -/
theorem euler_rSq_pow_mul (j : ℕ) (S : Poly) :
    euler (rSq ^ j * S) = rSq ^ j * (2 * j * S + euler S) := by
  have step (A : Poly) : euler (rSq * A) = rSq * (2 * A + euler A) := by
    simp only [euler, pderiv_mul, pderiv_rSq, Fin.sum_univ_three]
    simp only [rSq, Fin.sum_univ_three]
    ring
  induction j with
  | zero => simp
  | succ j ih =>
    rw [show rSq ^ (j + 1) * S = rSq * (rSq ^ j * S) by ring, step, ih]
    push_cast
    ring

/-- The Laplacian of `r^(2j) S`, multiplied by `r²` to avoid negative powers. -/
theorem laplacian_rSq_pow_mul (j : ℕ) (S : Poly) :
    rSq * laplacian (rSq ^ j * S) = rSq ^ (j + 1) * laplacian S
      + rSq ^ j * (2 * j * (2 * j + 1) * S + 4 * j * euler S) := by
  have step (A : Poly) : laplacian (rSq * A) = 6 * A + 4 * euler A + rSq * laplacian A := by
    simp only [laplacian, euler, pderiv_mul, map_add, pderiv_rSq, pderiv_X_self,
      Fin.sum_univ_three]
    simp only [rSq, Fin.sum_univ_three]
    ring
  induction j with
  | zero => simp
  | succ j ih =>
    rw [show rSq ^ (j + 1) * S = rSq * (rSq ^ j * S) by ring, step, euler_rSq_pow_mul]
    push_cast
    linear_combination rSq * ih
```

In the following proof `j + 1` plays the role of m, and `c` is the coefficient 2m(2k + 1 − 2m). `omega` supplies the parity argument, `key` is the displayed equation for S, and the last two lines use the finite multiplicity of a prime in a nonzero polynomial.

```lean
/-- A nonzero solid harmonic is not divisible by the squared radius. -/
theorem IsSolidHarmonic.not_rSq_dvd {k : ℕ} {P : Poly} (hP : IsSolidHarmonic k P)
    (h0 : P ≠ 0) : ¬ rSq ∣ P := by
  intro h
  have hE : euler P = k * P := by
    rw [← nsmul_eq_mul]
    exact hP.homog.sum_X_mul_pderiv
  -- one factor r² forces another, without end
  have all : ∀ j : ℕ, rSq ^ (j + 1) ∣ P := by
    intro j
    induction j with
    | zero => simpa using h
    | succ j ih =>
      obtain ⟨S, hS⟩ := ih
      have e1 := euler_rSq_pow_mul (j + 1) S
      have l1 := laplacian_rSq_pow_mul (j + 1) S
      rw [← hS, hE] at e1
      rw [← hS, hP.harmonic] at l1
      push_cast at e1 l1
      obtain ⟨c, hc⟩ : ∃ c : ℝ, c = 2 * (j + 1) * (2 * k + 1 - 2 * (j + 1)) := ⟨_, rfl⟩
      have hc0 : c ≠ 0 := by
        rw [hc]
        refine mul_ne_zero (by positivity) fun hz => ?_
        have hn : 2 * k + 1 = 2 * (j + 1) := by
          exact_mod_cast (by linarith : (2 * k + 1 : ℝ) = 2 * (j + 1))
        omega
      have hC : (C c : Poly) = 2 * (j + 1) * (2 * k + 1 - 2 * (j + 1)) := by
        simp only [hc, map_mul, map_sub, map_add, map_natCast, map_ofNat, map_one]
      have key : C c * S = -(rSq * laplacian S) := by
        apply mul_left_cancel₀ (pow_ne_zero (j + 1) rSq_prime.ne_zero)
        rw [hC]
        linear_combination -l1 + 4 * ((j : Poly) + 1) * e1 - 4 * ((j : Poly) + 1) * k * hS
      have hi : (C c⁻¹ : Poly) * C c = 1 := by rw [← C_mul, inv_mul_cancel₀ hc0, C_1]
      refine ⟨-(C c⁻¹) * laplacian S, ?_⟩
      linear_combination hS + rSq ^ (j + 1) * C c⁻¹ * key - rSq ^ (j + 1) * S * hi
  obtain ⟨n, hn⟩ := FiniteMultiplicity.of_not_isUnit rSq_prime.not_isUnit h0
  exact hn (all n)
```

## Extending an equality from a sphere

Homogeneity becomes a scaling law for values:

```lean
/-- A homogeneous polynomial of degree `n` scales with the `n`-th power of length. -/
theorem eval_scale {n : ℕ} {p : Poly} (hp : p.IsHomogeneous n) (c : ℝ) (x : Fin 3 → ℝ) :
    eval (fun i => c * x i) p = c ^ n * eval x p := by
  rw [eval_eq', eval_eq', Finset.mul_sum]
  refine Finset.sum_congr rfl fun d hd => ?_
  have hdeg : ∑ i, d i = n := by
    have h := hp (mem_support_iff.1 hd)
    rw [Finsupp.weight_apply, Finsupp.sum_fintype _ _ (by simp)] at h
    simpa using h
  simp only [mul_pow, Finset.prod_mul_distrib, Finset.prod_pow_eq_pow_sum, hdeg]
  ring
```

The lemma below requires the components of `R` of degree n and higher to vanish. This formulation admits R = 0 even when n = 0, which is needed for an empty fit. `T j` is the j-th term of the final sum, with `a` equal to 1/ρ². `h1` and `h2` are the equations at sx and −sx, and `hav` averages them. Multiplying by r² at the start disposes of the origin.

```lean
/-- If a homogeneous polynomial of degree `n` agrees on a sphere of positive radius with a
polynomial that has no components of degree `n` or higher, then `r²` divides it. -/
theorem rSq_dvd_of_eq_on_sphere {n : ℕ} {G R : Poly} (hG : G.IsHomogeneous n)
    (hR : ∀ j, n ≤ j → homogeneousComponent j R = 0) {ρ : ℝ} (hρ : 0 < ρ)
    (h : ∀ x : Fin 3 → ℝ, ∑ i, x i ^ 2 = ρ ^ 2 → eval x G = eval x R) : rSq ∣ G := by
  have hsum : ∑ j ∈ Finset.range n, homogeneousComponent j R = R := by
    have e1 : ∑ j ∈ Finset.range n, homogeneousComponent j R =
        ∑ j ∈ Finset.range (n + (R.totalDegree + 1)), homogeneousComponent j R :=
      Finset.sum_subset (fun j hj => by simp only [Finset.mem_range] at *; omega)
        fun j _ hj => hR j (by simpa using hj)
    have e2 : ∑ j ∈ Finset.range (R.totalDegree + 1), homogeneousComponent j R =
        ∑ j ∈ Finset.range (n + (R.totalDegree + 1)), homogeneousComponent j R :=
      Finset.sum_subset (fun j hj => by simp only [Finset.mem_range] at *; omega)
        fun j _ hj => homogeneousComponent_eq_zero _ _
          (by simp only [Finset.mem_range] at hj; omega)
    rw [e1, ← e2, sum_homogeneousComponent]
  obtain ⟨a, ha⟩ : ∃ a : ℝ, a * ρ ^ 2 = 1 := ⟨(ρ ^ 2)⁻¹, inv_mul_cancel₀ (by positivity)⟩
  let T : ℕ → Poly := fun j =>
    if Even (n + j) then (C a * rSq) ^ ((n - j) / 2) * homogeneousComponent j R else 0
  have hT : G = ∑ j ∈ Finset.range n, T j := by
    apply mul_left_cancel₀ rSq_prime.ne_zero
    apply MvPolynomial.funext
    intro x
    rw [map_mul, map_mul, map_sum]
    obtain ⟨q, hq⟩ : ∃ q, q = eval x rSq := ⟨_, rfl⟩
    have hqx : q = ∑ i, x i ^ 2 := by simp [hq, rSq]
    rw [← hq]
    rcases eq_or_lt_of_le (show 0 ≤ q by rw [hqx]; positivity) with h0 | h0
    · rw [← h0, zero_mul, zero_mul]
    congr 1
    -- scale x, and its inversion image, onto the sphere
    obtain ⟨s, hs0, hs⟩ : ∃ s : ℝ, s ≠ 0 ∧ s ^ 2 * q = ρ ^ 2 :=
      ⟨ρ / √q, by positivity, by rw [div_pow, Real.sq_sqrt h0.le]; field_simp⟩
    have hval (c : ℝ) (hc : c ^ 2 * q = ρ ^ 2) : c ^ n * eval x G =
        ∑ j ∈ Finset.range n, c ^ j * eval x (homogeneousComponent j R) := by
      rw [← eval_scale hG c x,
        h _ (by simp only [mul_pow, ← Finset.mul_sum]; rw [← hqx, hc])]
      conv_lhs => rw [← hsum]
      rw [map_sum]
      exact Finset.sum_congr rfl fun j _ =>
        eval_scale (homogeneousComponent_isHomogeneous j R) c x
    have h1 := hval s hs
    have h2 := hval (-s) (by rw [neg_sq]; exact hs)
    -- averaging over inversion keeps the even powers of r only
    have hterm : ∀ j ∈ Finset.range n, s ^ n * eval x (T j) =
        (s ^ j + (-1) ^ n * (-s) ^ j) / 2 * eval x (homogeneousComponent j R) := by
      intro j hj
      have hj' := Finset.mem_range.1 hj
      have hsgn : (-1) ^ n * (-s) ^ j = (-1) ^ (n + j) * s ^ j := by
        rw [neg_pow s j, pow_add, mul_assoc]
      rw [hsgn]
      by_cases he : Even (n + j)
      · obtain ⟨m, hm⟩ : ∃ m, n = j + 2 * m := by
          obtain ⟨b, hb⟩ := he
          exact ⟨b - j, by omega⟩
        have hdiv : (n - j) / 2 = m := by omega
        have hu : s ^ 2 * (a * q) = 1 := by linear_combination a * hs + ha
        have hp : s ^ n * (a * q) ^ m = s ^ j := by
          rw [hm, pow_add, pow_mul, mul_assoc, ← mul_pow, hu, one_pow, mul_one]
        rw [he.neg_one_pow]
        simp only [T, if_pos he, hdiv, map_mul, map_pow, eval_C, ← hq]
        linear_combination eval x (homogeneousComponent j R) * hp
      · rw [(Nat.not_even_iff_odd.1 he).neg_one_pow]
        simp only [T, if_neg he, map_zero, mul_zero]
        ring
    apply mul_left_cancel₀ (pow_ne_zero n hs0)
    rw [Finset.mul_sum, Finset.sum_congr rfl hterm]
    have hav : ∑ j ∈ Finset.range n,
        (s ^ j + (-1) ^ n * (-s) ^ j) / 2 * eval x (homogeneousComponent j R) =
        (s ^ n * eval x G + (-1) ^ n * ((-s) ^ n * eval x G)) / 2 := by
      rw [h1, h2, Finset.mul_sum, ← Finset.sum_add_distrib, Finset.sum_div]
      exact Finset.sum_congr rfl fun j _ => by ring
    have hn : (-1) ^ n * (-s) ^ n = s ^ n := by rw [← mul_pow, neg_one_mul, neg_neg]
    rw [hav, ← mul_assoc ((-1) ^ n), hn]
    ring
  rw [hT]
  refine Finset.dvd_sum fun j hj => ?_
  have hj' := Finset.mem_range.1 hj
  by_cases he : Even (n + j)
  · simp only [T, if_pos he]
    obtain ⟨b, hb⟩ := he
    exact Dvd.dvd.mul_right (dvd_pow (dvd_mul_left _ _) (by omega)) _
  · simp only [T, if_neg he, dvd_zero]
```

## Fits with and without radial functions

The first theorem is the claim on the unit sphere, with `R.totalDegree < k + l` expressing the truncation.

```lean
/-- For nonzero solid harmonics `P`, `Q` of degrees `k`, `l`, no polynomial of degree below
`k + l` agrees with `P Q` on the unit sphere. -/
theorem no_lower_degree_fit {k l : ℕ} {P Q : Poly} (hP : IsSolidHarmonic k P)
    (hQ : IsSolidHarmonic l Q) (hP0 : P ≠ 0) (hQ0 : Q ≠ 0) :
    ¬ ∃ R : Poly, R.totalDegree < k + l ∧
      ∀ x : Fin 3 → ℝ, ∑ i, x i ^ 2 = 1 → eval x (P * Q) = eval x R := by
  rintro ⟨R, hR, h⟩
  have hd : rSq ∣ P * Q := rSq_dvd_of_eq_on_sphere (hP.homog.mul hQ.homog)
    (fun j hj => homogeneousComponent_eq_zero _ _ (lt_of_lt_of_le hR hj)) one_pos
    (fun x hx => h x (by simpa using hx))
  exact (rSq_prime.dvd_or_dvd hd).elim (hP.not_rSq_dvd hP0) (hQ.not_rSq_dvd hQ0)
```

The second treats an orbital product g(r) P Q, where g collects the radial factors of both orbitals. The fit is a finite sum of terms f_a(r) Y_a(x), with arbitrary radial functions f_a and polynomials Y_a of degree below k + l. On every sphere of radius ρ > 0 with g(ρ) ≠ 0, fit and product differ at some point. Where g(ρ) = 0, the zero fit is exact. At fixed ρ the radial functions are numbers, so dividing the fit by g(ρ) gives a polynomial to which the same divisibility argument applies.

```lean
/-- Take an orbital product `g(r) P Q` with nonzero solid harmonics `P`, `Q` of degrees `k`, `l`,
and a finite fit by radial functions times polynomials of degree below `k + l`. On each sphere of
radius `ρ > 0` with `g(ρ) ≠ 0` the fit differs from the product at some point. -/
theorem truncated_fit_misses {k l : ℕ} {P Q : Poly} (hP : IsSolidHarmonic k P)
    (hQ : IsSolidHarmonic l Q) (hP0 : P ≠ 0) (hQ0 : Q ≠ 0) {ι : Type*} (s : Finset ι)
    (f : ι → ℝ → ℝ) (Y : ι → Poly) (hY : ∀ a ∈ s, (Y a).totalDegree < k + l)
    (g : ℝ → ℝ) {ρ : ℝ} (hρ : 0 < ρ) (hg : g ρ ≠ 0) :
    ∃ x : Fin 3 → ℝ, ∑ i, x i ^ 2 = ρ ^ 2 ∧
      ∑ a ∈ s, f a ρ * eval x (Y a) ≠ g ρ * (eval x P * eval x Q) := by
  by_contra hcon
  have hfit : ∀ x : Fin 3 → ℝ, ∑ i, x i ^ 2 = ρ ^ 2 →
      ∑ a ∈ s, f a ρ * eval x (Y a) = g ρ * (eval x P * eval x Q) :=
    fun x hx => by_contra fun hne => hcon ⟨x, hx, hne⟩
  -- at fixed radius the fit is a polynomial of too low a degree
  have hd : rSq ∣ P * Q := by
    refine rSq_dvd_of_eq_on_sphere (R := ∑ a ∈ s, C ((g ρ)⁻¹ * f a ρ) * Y a)
      (hP.homog.mul hQ.homog) ?_ hρ ?_
    · intro j hj
      rw [map_sum]
      refine Finset.sum_eq_zero fun a ha => ?_
      rw [homogeneousComponent_C_mul,
        homogeneousComponent_eq_zero _ _ (lt_of_lt_of_le (hY a ha) hj), mul_zero]
    · intro x hx
      simp only [map_sum, map_mul, eval_C, mul_assoc, ← Finset.mul_sum]
      rw [hfit x hx, inv_mul_cancel_left₀ hg]
  exact (rSq_prime.dvd_or_dvd hd).elim (hP.not_rSq_dvd hP0) (hQ.not_rSq_dvd hQ0)

end AuxiliaryAngularMomentum
```

```lean
#print axioms AuxiliaryAngularMomentum.no_lower_degree_fit
#print axioms AuxiliaryAngularMomentum.truncated_fit_misses
```

```
'AuxiliaryAngularMomentum.no_lower_degree_fit' depends on axioms: [propext, Classical.choice, Quot.sound]
'AuxiliaryAngularMomentum.truncated_fit_misses' depends on axioms: [propext, Classical.choice, Quot.sound]
```

Orbitals and fitting functions here share one centre, and the theorem gives no size for the error. It also concerns single products: the sum x₀² + x₁² + x₂² of three p-orbital products is constant on the unit sphere.

## A d-shell product in density fitting

Density fitting replaces orbital products by combinations of auxiliary functions; for a product on one atom fitted on that same atom, the theorem limits which auxiliary sets can be exact. Take the d orbital with angular part x₀x₁, so that k = l = 2 and its square carries x₀²x₁². Auxiliary s, p, d and f functions reach degree 3 and cannot reproduce this density, however many radial functions they include. What no choice of radial functions can supply is the component of angular momentum 4. In a Coulomb-metric fit that uses only s to f functions on that atom, this component has zero Coulomb integral with each of them, so it leaves the fitting coefficients unchanged and stays wholly in the residual. Representing it on that centre takes g functions.
